# A chain of $2n$ atoms with positive alternating bonds $a, b, \dots, a$ has a level inside the gap exactly when $nb > (n+1)a$

The infinite chain with zero site energies and positive alternating hopping weights $a$ and $b$ has no energy $x$ with $|x| < |a-b|$, and the long-chain rule says that a chain cut so that its terminal bond $a$ is the weaker one acquires levels in that window. For a finite chain the rule can give wrong answers. Four atoms with $a = 1$, $b = 1.4$ have levels $\pm b/2 \pm \sqrt{a^2 + b^2/4}$, the smallest of modulus about $0.52$, which misses the window $|x| < 0.4$. For $2n$ atoms, zero site energies and $a, b > 0$, the exact condition is $(n+1)a < nb$. In the non-interacting nearest-neighbour Hückel model with one electron per atom, where the frontier levels are the two closest to $x = 0$, it decides whether a dimerised chain of $2n$ atoms has its frontier levels inside the gap of the infinite polymer.

## Real nearest-neighbour bonds, zero site energies, open ends

```lean
import Mathlib

open Matrix

namespace DimerisedChain

noncomputable section
```

`chain w N` is the real symmetric matrix $H$ on atoms $1, \dots, N$ (index `i` is atom $i+1$) with weight $w_k$ between atoms $k$ and $k+1$. The zero diagonal says that all atoms are alike and that $x$ is measured from their common orbital energy. No ring-closing bond is added: for $N \ge 3$ no entry joins atom $N$ to atom $1$. `bond a b` sets $w_k = a$ for odd $k$ and $w_k = b$ for even $k$; the geometry is frozen and $a, b$ are given, not derived. `IsLevel H x` means $Hv = xv$ for a real vector $v \neq 0$. `pad` extends $v$ by zero to the sites off the chain.

```lean
/-- Hückel matrix of an open chain of atoms `1, ..., N` (index `i` is atom `i + 1`) with zero
site energies and weight `w k` on the bond between atoms `k` and `k + 1`. -/
def chain (w : ℕ → ℝ) (N : ℕ) : Matrix (Fin N) (Fin N) ℝ :=
  Matrix.of fun i j => (if i.val + 1 = j.val then w (i.val + 1) else 0)
    + (if j.val + 1 = i.val then w (j.val + 1) else 0)

/-- Alternating bond weights: `a` on odd-numbered bonds, `b` on even-numbered bonds. -/
def bond (a b : ℝ) (k : ℕ) : ℝ := if k % 2 = 1 then a else b

/-- `x` is an eigenvalue of `H`. -/
def IsLevel {N : ℕ} (H : Matrix (Fin N) (Fin N) ℝ) (x : ℝ) : Prop :=
  ∃ v : Fin N → ℝ, v ≠ 0 ∧ H *ᵥ v = x • v

/-- Amplitudes on atoms `1, ..., N`, extended by zero to all other sites. -/
def pad {N : ℕ} (v : Fin N → ℝ) : ℕ → ℝ
  | 0 => 0
  | k + 1 => if h : k < N then v ⟨k, h⟩ else 0
```

For amplitudes $\varphi_m$ with $\varphi_0 = \varphi_{N+1} = 0$, the eigenvalue equation at atom $i+1$ reads
$$w_i \varphi_i + w_{i+1} \varphi_{i+2} = x \varphi_{i+1}, \qquad 0 \le i < N .$$
Unequal site energies would replace $x$ by a site-dependent quantity and in general spoil the symmetry $x \to -x$ used below.

## Strict alternation

Alternation gives two kinds of equation, for $k \ge 0$:
$$b\varphi_{2k} + a\varphi_{2k+2} = x\varphi_{2k+1}, \qquad a\varphi_{2k+1} + b\varphi_{2k+3} = x\varphi_{2k+2}.$$
Multiply the second by $x$ and insert the first at $k$ and $k+1$. The odd sites drop out, leaving $\varphi_{2k+4} = -t\varphi_{2k+2} - \varphi_{2k}$ with the reduced energy $t = (a^2+b^2-x^2)/(ab)$. Define $s_0 = 0$, $s_1 = 1$, $s_{k+2} = t s_{k+1} - s_k$. Starting from $\varphi_0 = 0$, $\varphi_1 = a$, hence $\varphi_2 = x$, the solution is
$$\varphi_{2k} = x(-1)^{k+1} s_k, \qquad \varphi_{2k+1} = (-1)^k (a s_{k+1} - b s_k),$$
where the odd amplitudes come from cancelling $x$ in the first equation, and substitution below covers $x = 0$. These objects are `cheb`, `reduced` and `mode`. The wave is unnormalised: for $n = 1$, $x = a$ it is $(a, a)$, or $(1,1)/\sqrt2$ after normalisation. For general weights the coefficients of the recurrence for the even sites would depend on $k$.

```lean
/-- The sequence `s 0 = 0`, `s 1 = 1`, `s (k+2) = t s (k+1) - s k`. -/
def cheb (t : ℝ) : ℕ → ℝ
  | 0 => 0
  | 1 => 1
  | k + 2 => t * cheb t (k + 1) - cheb t k

/-- The reduced energy `t = (a² + b² - x²) / (a b)`. -/
def reduced (a b x : ℝ) : ℝ := (a ^ 2 + b ^ 2 - x ^ 2) / (a * b)

/-- Amplitude on site `m` of the wave of energy `x` started at the left end of the
alternating chain. -/
def mode (a b x : ℝ) (m : ℕ) : ℝ :=
  if m % 2 = 0 then x * (-1) ^ (m / 2 + 1) * cheb (reduced a b x) (m / 2)
  else (-1) ^ (m / 2) * (a * cheb (reduced a b x) (m / 2 + 1) - b * cheb (reduced a b x) (m / 2))
```

## Vanishing amplitude beyond the ends

`chain_mulVec` turns a row of $H$ into the three-term expression. `h0` and `hN` enter exactly at the terminal rows, where a neighbour is missing: in `h1` the last row lacks the term $w_N u_{N+1}$, which `hN` makes zero, and in `h2` the first row lacks $w_0 u_0$, which `h0` makes zero. The weights $w_0$ and $w_N$ are therefore irrelevant. Without these two conditions the terminal rows would differ from the recurrence by those terms.

```lean
/-- On amplitudes vanishing at sites `0` and `N + 1`, the chain matrix couples each atom to its
two neighbours through the two adjacent bonds. -/
theorem chain_mulVec {N : ℕ} (w u : ℕ → ℝ) (h0 : u 0 = 0) (hN : u (N + 1) = 0) (i : Fin N) :
    (chain w N *ᵥ fun j => u (j.val + 1)) i
      = w i.val * u i.val + w (i.val + 1) * u (i.val + 2) := by
  have h1 : ∀ m, m < N → ∑ j ∈ Finset.range N,
      (if m + 1 = j then w (m + 1) * u (j + 1) else 0) = w (m + 1) * u (m + 2) := by
    intro m hm
    rw [Finset.sum_ite_eq]
    split_ifs with h
    · rfl
    · have e : m + 2 = N + 1 := by
        rw [Finset.mem_range] at h
        omega
      rw [e, hN, mul_zero]
  have h2 : ∀ m, m < N → ∑ j ∈ Finset.range N,
      (if j + 1 = m then w (j + 1) * u (j + 1) else 0) = w m * u m := by
    intro m hm
    cases m with
    | zero => simp [h0]
    | succ k =>
      have hk : k < N := by omega
      simp [hk]
  have e := Fin.sum_univ_eq_sum_range (fun j => ((if i.val + 1 = j then w (i.val + 1) else 0)
    + (if j + 1 = i.val then w (j + 1) else 0)) * u (j + 1)) N
  refine e.trans ?_
  simp only [add_mul, ite_mul, zero_mul, Finset.sum_add_distrib]
  rw [h1 _ i.2, h2 _ i.2]
  exact add_comm _ _
```

## Nonzero bonds

A nonzero bond keeps the chain connected. Let $\varphi$ solve the recurrence for all $i$ with $\varphi_0 = 0$, $\varphi_1 \neq 0$, and let $p$ be a padded eigenvector. The combination $d_m = \varphi_1 p_m - p_1 \varphi_m$ vanishes at $m = 0, 1$ and obeys $w_{m+1} d_{m+2} = x d_{m+1} - w_m d_m$, so dividing by $w_{m+1}$ gives $d_m = 0$ up to $m = N+1$. There $p_{N+1} = 0$ gives $p_1 \varphi_{N+1} = 0$, and $p_1 = 0$ would force $p = 0$. Conversely, if $\varphi_{N+1} = 0$, the restriction of $\varphi$ to the atoms is an eigenvector. In `level_iff_shooting` the induction is `key`, the division is `mul_left_cancel₀ (hw m)`, and `h1` makes the restricted wave nonzero. With a vanishing bond the chain splits, and states of the right-hand fragment are not multiples of $\varphi$.

```lean
/-- Shooting criterion: for nonzero bonds and a solution `φ` of the hopping recurrence with
`φ 0 = 0` and `φ 1 ≠ 0`, the energy `x` is a level of the `N`-atom chain iff `φ (N+1) = 0`. -/
theorem level_iff_shooting {N : ℕ} {x : ℝ} (w : ℕ → ℝ) (hw : ∀ k, w (k + 1) ≠ 0) (φ : ℕ → ℝ)
    (h0 : φ 0 = 0) (h1 : φ 1 ≠ 0)
    (hφ : ∀ i, w i * φ i + w (i + 1) * φ (i + 2) = x * φ (i + 1)) :
    IsLevel (chain w N) x ↔ φ (N + 1) = 0 := by
  constructor
  · rintro ⟨v, hv, hx⟩
    have hp : (fun j : Fin N => pad v (j.val + 1)) = v := by
      funext j
      simp [pad]
    have p0 : pad v 0 = 0 := rfl
    have hN : pad v (N + 1) = 0 := by simp [pad]
    have hrec : ∀ i, i < N →
        w i * pad v i + w (i + 1) * pad v (i + 2) = x * pad v (i + 1) := by
      intro i hi
      have h := chain_mulVec w (pad v) p0 hN ⟨i, hi⟩
      rw [hp, hx] at h
      have h' : pad v (i + 1) = v ⟨i, hi⟩ := congrFun hp ⟨i, hi⟩
      rw [h']
      exact h.symm
    -- the eigenvector is proportional to φ
    have key : ∀ m, m ≤ N → φ 1 * pad v m = pad v 1 * φ m ∧
        φ 1 * pad v (m + 1) = pad v 1 * φ (m + 1) := by
      intro m
      induction m with
      | zero => exact fun _ => ⟨by simp only [p0, h0, mul_zero], mul_comm _ _⟩
      | succ m ih =>
        intro hm
        obtain ⟨A, B⟩ := ih (by omega)
        refine ⟨B, mul_left_cancel₀ (hw m) ?_⟩
        show w (m + 1) * (φ 1 * pad v (m + 2)) = w (m + 1) * (pad v 1 * φ (m + 2))
        linear_combination φ 1 * hrec m (by omega) - pad v 1 * hφ m - w m * A + x * B
    have hend := (key N le_rfl).2
    rw [hN, mul_zero] at hend
    by_contra hne
    have p1 : pad v 1 = 0 := (mul_eq_zero.mp hend.symm).resolve_right hne
    apply hv
    funext j
    have hj := (key j.val j.2.le).2
    rw [p1, zero_mul] at hj
    exact (congrFun hp j).symm.trans ((mul_eq_zero.mp hj).resolve_left h1)
  · intro hN
    have hpos : 0 < N := Nat.pos_of_ne_zero (by rintro rfl; exact h1 hN)
    refine ⟨fun j => φ (j.val + 1), fun h => h1 (congrFun h ⟨0, hpos⟩), ?_⟩
    funext i
    exact (chain_mulVec w φ h0 hN i).trans (hφ i.val)
```

`mode_solves` substitutes the explicit wave. At odd atoms the equation is an identity closed by `ring`. At atom $2k+2$ the left side is
$$(-1)^k\left[(a^2+b^2)s_{k+1} - ab(s_k + s_{k+2})\right] = (-1)^k (a^2+b^2-abt)s_{k+1} = x\varphi_{2k+2},$$
which needs $abt = a^2+b^2-x^2$. That is `ht`, proved from $ab \neq 0$; for $ab = 0$ its left side vanishes whatever value `reduced` takes, so it would hold only at $x^2 = a^2+b^2$.

```lean
/-- For nonzero `a` and `b`, the explicit wave `mode` solves the hopping recurrence of the
alternating chain. -/
theorem mode_solves {a b : ℝ} (ha : a ≠ 0) (hb : b ≠ 0) (x : ℝ) (i : ℕ) :
    bond a b i * mode a b x i + bond a b (i + 1) * mode a b x (i + 2)
      = x * mode a b x (i + 1) := by
  have be : ∀ k, bond a b (2 * k) = b := fun k => by
    rw [bond, if_neg (show ¬ (2 * k % 2 = 1) by omega)]
  have bo : ∀ k, bond a b (2 * k + 1) = a := fun k => by
    rw [bond, if_pos (show (2 * k + 1) % 2 = 1 by omega)]
  have me : ∀ k, mode a b x (2 * k) = x * (-1) ^ (k + 1) * cheb (reduced a b x) k :=
    fun k => by rw [mode, if_pos (show 2 * k % 2 = 0 by omega), show 2 * k / 2 = k by omega]
  have mo : ∀ k, mode a b x (2 * k + 1) =
      (-1) ^ k * (a * cheb (reduced a b x) (k + 1) - b * cheb (reduced a b x) k) := fun k => by
    rw [mode, if_neg (show ¬ ((2 * k + 1) % 2 = 0) by omega), show (2 * k + 1) / 2 = k by omega]
  have ht : a * b * reduced a b x = a ^ 2 + b ^ 2 - x ^ 2 := by
    unfold reduced
    field_simp
  obtain ⟨k, rfl | rfl⟩ := Nat.even_or_odd' i
  · rw [show 2 * k + 2 = 2 * (k + 1) by ring, be k, bo k, me k, me (k + 1), mo k]
    simp only [pow_succ]
    ring
  · rw [show 2 * k + 1 + 2 = 2 * (k + 1) + 1 by ring, show 2 * k + 1 + 1 = 2 * (k + 1) by ring,
      bo k, be (k + 1), mo k, mo (k + 1), me (k + 1),
      show cheb (reduced a b x) (k + 1 + 1) = reduced a b x * cheb (reduced a b x) (k + 1)
        - cheb (reduced a b x) k from rfl]
    simp only [pow_succ]
    linear_combination (-((-1) ^ k * cheb (reduced a b x) (k + 1))) * ht
```

## An even number of atoms

With $N = 2n$ and $n \ge 1$ the first and last bonds are both $a$, and site $N+1$ is odd. The condition $\varphi_{2n+1} = 0$ is the secular equation $a s_{n+1} = b s_n$, which `level_iff_secular` obtains for any nonzero $a, b$ by unfolding `mode` and discarding $(-1)^n$.

```lean
/-- Secular equation: for nonzero `a` and `b`, `x` is a level of the alternating chain of `2n` atoms
iff `a s (n+1) = b s n` at the reduced energy of `x`. -/
theorem level_iff_secular {a b : ℝ} (ha : a ≠ 0) (hb : b ≠ 0) (n : ℕ) (x : ℝ) :
    IsLevel (chain (bond a b) (2 * n)) x ↔
      a * cheb (reduced a b x) (n + 1) = b * cheb (reduced a b x) n := by
  have hw : ∀ k, bond a b (k + 1) ≠ 0 := by
    intro k
    unfold bond
    split_ifs <;> assumption
  have h0 : mode a b x 0 = 0 := by simp [mode, cheb]
  have h1 : mode a b x 1 ≠ 0 := by simpa [mode, cheb] using ha
  rw [level_iff_shooting _ hw (mode a b x) h0 h1 (mode_solves ha hb x), mode,
    if_neg (show ¬ ((2 * n + 1) % 2 = 0) by omega), show (2 * n + 1) / 2 = n by omega,
    mul_eq_zero, sub_eq_zero]
  exact or_iff_right (pow_ne_zero _ (by norm_num))
```

For $2n+1$ atoms the same argument ends on an even site, $\varphi_{2n+2} = \pm x s_{n+1}$. Since $s_{n+1} > 0$ inside the gap, as shown next, $x = 0$ would be the one level there whenever $a \neq b$ are positive, at any length. This odd-chain statement, like the numerical examples and the descriptions of what fails, is a side remark and is not proved in Lean here.

## Positive weights and the open window

Positivity fixes the sign convention: $a$ and $b$ are magnitudes of hopping integrals. For $ab > 0$, the inequality $x^2 < (a-b)^2$ is the same as $t > 2$. Then $s_{k+1} > 0$ and $(k+2)s_{k+1} < (k+1)s_{k+2}$. At $k = 0$ this is $2 < t$. The inequality at $k$ makes $s_{k+2}$ positive, and
$$(k+2)s_{k+3} = (k+2)t s_{k+2} - (k+2)s_{k+1} > 2(k+2)s_{k+2} - (k+1)s_{k+2} = (k+3)s_{k+2}.$$
`cheb_superlinear` is this induction, the last `nlinarith` receiving $(k+2)(t-2)s_{k+2} > 0$.

```lean
/-- For `t > 2`, `s (k+1)` is positive and `(k+2) s (k+1) < (k+1) s (k+2)`. -/
theorem cheb_superlinear {t : ℝ} (ht : 2 < t) (k : ℕ) :
    0 < cheb t (k + 1) ∧ ((k : ℝ) + 2) * cheb t (k + 1) < ((k : ℝ) + 1) * cheb t (k + 2) := by
  induction k with
  | zero =>
    show (0 : ℝ) < 1 ∧ (((0 : ℕ) : ℝ) + 2) * 1 < (((0 : ℕ) : ℝ) + 1) * (t * 1 - 0)
    rw [Nat.cast_zero]
    exact ⟨one_pos, by linarith⟩
  | succ k ih =>
    obtain ⟨A, B⟩ := ih
    have hk : (0 : ℝ) ≤ k := Nat.cast_nonneg k
    have hq : 0 < cheb t (k + 2) := by
      by_contra h
      have h' := not_lt.mp h
      nlinarith [mul_nonneg hk A.le, mul_nonneg hk (neg_nonneg.mpr h')]
    show 0 < cheb t (k + 2) ∧ (((k + 1 : ℕ) : ℝ) + 2) * cheb t (k + 2)
      < (((k + 1 : ℕ) : ℝ) + 1) * (t * cheb t (k + 2) - cheb t (k + 1))
    push_cast
    refine ⟨hq, ?_⟩
    nlinarith [mul_pos (show (0 : ℝ) < k + 2 by linarith) (mul_pos (sub_pos.mpr ht) hq)]
```

The strictness matters. At $x = b-a$ one has $t = 2$, the recurrence has vanishing second difference, and `cheb_two` gives $s_k = k$. The secular equation becomes $(n+1)a = nb$, so `band_edge_level` shows that at the threshold a level sits exactly at $b-a$, on the boundary of the window. A closed window would admit this level.

```lean
/-- For `t = 2` the sequence is linear, `s k = k`. -/
theorem cheb_two (k : ℕ) : cheb 2 k = k := by
  have h : ∀ k : ℕ, cheb 2 k = k ∧ cheb 2 (k + 1) = (k : ℝ) + 1 := by
    intro k
    induction k with
    | zero => exact ⟨by simp [cheb], by simp [cheb]⟩
    | succ k ih =>
      refine ⟨by push_cast; exact ih.2, ?_⟩
      rw [show cheb 2 (k + 1 + 1) = 2 * cheb 2 (k + 1) - cheb 2 k from rfl, ih.1, ih.2]
      push_cast
      ring
  exact (h k).1

/-- For nonzero `a` and `b`, the energy `b - a` is a level of the chain of `2n` atoms iff `n b =
(n+1) a`. -/
theorem band_edge_level {a b : ℝ} (ha : a ≠ 0) (hb : b ≠ 0) (n : ℕ) :
    IsLevel (chain (bond a b) (2 * n)) (b - a) ↔ (n : ℝ) * b = (n + 1) * a := by
  have h2 : reduced a b (b - a) = 2 := by
    rw [reduced, div_eq_iff (mul_ne_zero ha hb)]
    ring
  rw [level_iff_secular ha hb, h2, cheb_two, cheb_two]
  push_cast
  constructor <;> intro h <;> linarith
```

With other signs the criterion can fail as written. For $n = 1$, $a = 1$, $b = -1$ the levels $\pm 1$ lie within $|a-b| = 2$ although $2a < b$ is false. The failure is one of notation: reversing the signs of orbitals removes the signs of the bonds of an open chain without changing its levels, and the gap of the infinite chain is then $|x| < \bigl||a|-|b|\bigr|$, which is empty in this example.

## The length condition $(n+1)a < nb$

Written as $n(b-a) > a$, the condition asks the number of unit cells times the alternation to exceed the terminal bond. With $a > 0$ it implies $a < b$ (`hab`), so `level_pair` needs no assumption on $b$. Put $f_k(x) = a s_{k+1} - b s_k$. Each $s_k$ is a polynomial in $t$, so $f_n$ is continuous (`hc`, `hr`, `hf`). At $x = 0$, $abt = a^2+b^2$ gives
$$b f_{k+1} = (a^2+b^2)s_{k+1} - ab s_k - b^2 s_{k+1} = a f_k, \qquad f_0 = a,$$
so $f_n(0) > 0$; this is `h0`, where both positivities are used. At $x = b-a$, $f_n = (n+1)a - nb < 0$, which is `h1` and the second use of the condition. `intermediate_value_Ioo'` supplies a root with $0 < x < b-a$, and `hneg`, the evenness of $t$ in $x$, makes $-x$ a level too.

```lean
/-- If `a > 0` and `(n+1) a < n b`, the chain of `2n` atoms has a pair of levels `±x` with
`0 < x < b - a`. -/
theorem level_pair {a b : ℝ} (ha : 0 < a) (n : ℕ) (h : ((n : ℝ) + 1) * a < n * b) :
    ∃ x, 0 < x ∧ x < b - a ∧ IsLevel (chain (bond a b) (2 * n)) x ∧
      IsLevel (chain (bond a b) (2 * n)) (-x) := by
  have hab : a < b := by
    by_contra h'
    nlinarith [mul_nonneg (Nat.cast_nonneg (α := ℝ) n) (sub_nonneg.mpr (not_lt.mp h'))]
  have hb : 0 < b := ha.trans hab
  have hc : ∀ k, Continuous (fun t => cheb t k) ∧ Continuous (fun t => cheb t (k + 1)) := by
    intro k
    induction k with
    | zero => exact ⟨show Continuous fun _ : ℝ => (0 : ℝ) from continuous_const,
        show Continuous fun _ : ℝ => (1 : ℝ) from continuous_const⟩
    | succ k ih => exact ⟨ih.2, show Continuous fun t => t * cheb t (k + 1) - cheb t k from
        (continuous_id'.mul ih.2).sub ih.1⟩
  have hr : Continuous (reduced a b) :=
    show Continuous fun x : ℝ => (a ^ 2 + b ^ 2 - x ^ 2) / (a * b) from
      Continuous.div_const (by fun_prop) _
  have hf : Continuous fun x => a * cheb (reduced a b x) (n + 1) - b * cheb (reduced a b x) n :=
    (continuous_const.mul ((hc n).2.comp hr)).sub (continuous_const.mul ((hc n).1.comp hr))
  -- at x = 0 the secular function is positive
  have ht : a * b * reduced a b 0 = a ^ 2 + b ^ 2 - 0 ^ 2 := by
    unfold reduced
    field_simp
  have h0 : ∀ k, 0 < a * cheb (reduced a b 0) (k + 1) - b * cheb (reduced a b 0) k := by
    intro k
    induction k with
    | zero => simpa [cheb] using ha
    | succ k ih =>
      have e : b * (a * (reduced a b 0 * cheb (reduced a b 0) (k + 1) - cheb (reduced a b 0) k)
          - b * cheb (reduced a b 0) (k + 1))
          = a * (a * cheb (reduced a b 0) (k + 1) - b * cheb (reduced a b 0) k) := by
        linear_combination cheb (reduced a b 0) (k + 1) * ht
      have hp := mul_pos ha ih
      rw [← e] at hp
      exact (mul_pos_iff_of_pos_left hb).mp hp
  -- at x = b - a it is (n+1) a - n b < 0
  have h2 : reduced a b (b - a) = 2 := by
    rw [reduced, div_eq_iff (mul_pos ha hb).ne']
    ring
  have h1 : a * cheb (reduced a b (b - a)) (n + 1) - b * cheb (reduced a b (b - a)) n < 0 := by
    rw [h2, cheb_two, cheb_two]
    push_cast
    linarith
  obtain ⟨x, ⟨hx0, hx1⟩, hx⟩ := intermediate_value_Ioo' (sub_pos.mpr hab).le hf.continuousOn
    (show (0 : ℝ) ∈ Set.Ioo _ _ from ⟨h1, h0 n⟩)
  have hs : a * cheb (reduced a b x) (n + 1) = b * cheb (reduced a b x) n := sub_eq_zero.mp hx
  have hneg : reduced a b (-x) = reduced a b x := by simp only [reduced, neg_sq]
  refine ⟨x, hx0, hx1, (level_iff_secular ha.ne' hb.ne' n x).mpr hs, ?_⟩
  rw [level_iff_secular ha.ne' hb.ne', hneg]
  exact hs
```

## Every even length, including $n = 0$ and $n = 1$

`gap_level_iff` states: for real $a, b > 0$ and every natural $n$, some level $x$ of `chain (bond a b) (2 * n)` has $|x| < |a-b|$ if and only if $(n+1)a < nb$. For necessity with $n = k+1$, multiply $(n+1)s_n < n s_{n+1}$ by $a$, insert the secular equation to get $(n+1)a s_n < nb s_n$, and divide by $s_n > 0$; these steps are `h1`, `h2` and `lt_of_mul_lt_mul_right`. Sufficiency is `level_pair` with $b - a \le |a-b|$. No lower bound on $n$ is assumed. For $n = 0$ the secular equation reads $a = 0$ and both sides are false. For $n = 1$ the levels are $\pm a$, the weight $b$ enters only through the window, and the criterion reads $2a < b$.

The matrix is that of the static Su–Schrieffer–Heeger chain, whose gap levels are usually called end states. The theorems concern the existence of eigenvalues: they do not count the levels in the gap, bound their distance from zero more tightly than by $b - a$, or show that the eigenvectors are localised at the ends.

```lean
/-- A chain of `2n` atoms with positive bond weights `a, b, ..., a` has a level `x` with
`|x| < |a - b|` if and only if `n b > (n+1) a`. -/
theorem gap_level_iff {a b : ℝ} (ha : 0 < a) (hb : 0 < b) (n : ℕ) :
    (∃ x, IsLevel (chain (bond a b) (2 * n)) x ∧ |x| < |a - b|) ↔
      ((n : ℝ) + 1) * a < n * b := by
  constructor
  · rintro ⟨x, hx, hlt⟩
    have hs := (level_iff_secular ha.ne' hb.ne' n x).mp hx
    -- inside the gap the reduced energy exceeds 2
    have ht : 2 < reduced a b x := by
      rw [reduced, lt_div_iff₀ (mul_pos ha hb)]
      nlinarith [sq_lt_sq.mpr hlt]
    cases n with
    | zero =>
      have h : a * 1 = b * 0 := hs
      exfalso
      linarith
    | succ k =>
      obtain ⟨A, B⟩ := cheb_superlinear ht k
      have hs' : a * cheb (reduced a b x) (k + 2) = b * cheb (reduced a b x) (k + 1) := hs
      have h1 := mul_lt_mul_of_pos_left B ha
      have h2 : ((k : ℝ) + 1) * (a * cheb (reduced a b x) (k + 2))
          = ((k : ℝ) + 1) * (b * cheb (reduced a b x) (k + 1)) := by rw [hs']
      push_cast
      refine lt_of_mul_lt_mul_right ?_ A.le
      nlinarith [h1, h2]
  · intro h
    obtain ⟨x, hx0, hx1, hx, -⟩ := level_pair ha n h
    refine ⟨x, hx, ?_⟩
    rw [abs_of_pos hx0, abs_sub_comm]
    exact hx1.trans_le (le_abs_self _)

end

end DimerisedChain
```

```lean
#print axioms DimerisedChain.band_edge_level
#print axioms DimerisedChain.gap_level_iff
```

```
'DimerisedChain.band_edge_level' depends on axioms: [propext, Classical.choice, Quot.sound]
'DimerisedChain.gap_level_iff' depends on axioms: [propext, Classical.choice, Quot.sound]
```
